# Subtracting the Logarithmic Coulomb Singularity from the Momentum Integral of a Lipschitz Function

Let $a$ be the momentum at which the pairing gap of an excitonic insulator is wanted, and let $x$ be the momentum integrated over in the gap equation. Both are radial wave numbers in units of a fixed reference momentum, so they are dimensionless. In three dimensions and without screening by free carriers, the Coulomb attraction between an electron and a hole falls off as the inverse square of the momentum transfer. Up to a constant prefactor, its average over the angle between the two momenta, with $\mu$ the cosine of that angle, is, for $a,x>0$ and $x\neq a$,

$$\frac12\int_{-1}^{1}\frac{d\mu}{a^2+x^2-2ax\mu}=\frac{1}{2ax}\,\log\frac{x+a}{|x-a|}.$$

The gap equation integrates this against a function of $x$, and the integrand diverges at $x=a$. The divergent part is $-\log|x-a|$. The following conventions isolate it.

- The kernel is $L_a(x)=\log|x-a|$, without the minus sign of the attraction.
- The momentum window is $[l,r]$, with $l<a<r$ unless stated otherwise.
- The function $f$ collects the factors that depend on $x$ and multiply the kernel. It is Lipschitz on the window: $|f(x)-f(y)|\le K|x-y|$ for some constant $K\ge 0$. Physically, this assumes that the pairing amplitude varies with bounded slope in momentum, which excludes a sharp step inside the window.
- The subtracted integrand is $g_a(x)=(f(x)-f(a))\,L_a(x)$ for $x\ne a$, and $g_a(a)=0$.

## A continuous remainder and a closed-form term

The claim is that $g_a$ is continuous on $[l,r]$ and that

$$\int_l^r f(x)L_a(x)\,dx=\int_l^r g_a(x)\,dx+f(a)\big[(a-l)\log(a-l)+(r-a)\log(r-a)-(r-l)\big].$$

**Continuity.** The Lipschitz condition gives

$$|g_a(x)|\le K\,|x-a|\,\big|\log|x-a|\big|.$$

Put $|x-a|=e^{-t}$. The right-hand side is then $K|t|e^{-t}$, which tends to zero as $t\to\infty$, that is, as $x\to a$. Hence $g_a(x)\to 0=g_a(a)$. At any other point of the window, $g_a$ is a product of two continuous functions.

**Integral of the kernel.** Split the integral at $a$ and substitute the distance $u=|x-a|$ on each side:

$$\int_l^r\log|x-a|\,dx=\int_0^{a-l}\log u\,du+\int_0^{r-a}\log u\,du.$$

A primitive of $\log u$ is $u\log u-u$, which tends to zero as $u\to0$. The two pieces are therefore $(a-l)\log(a-l)-(a-l)$ and $(r-a)\log(r-a)-(r-a)$, and their sum is the bracket in the claim.

**Recombination.** For $x\neq a$,

$$f(x)L_a(x)=g_a(x)+f(a)L_a(x).$$

The first term on the right is continuous and the second is integrable, so the left side is integrable and the integrals add. For $l=0$, $r=1$ the bracket becomes $a\log a+(1-a)\log(1-a)-1$.

**Which constant to subtract.** The original integral converges without any subtraction, because a logarithm is integrable. What the subtraction removes is the divergence of the integrand, and among constants $s$ only $s=f(a)$ does this. Suppose $(f(x)-s)L_a(x)$ has a finite limit $v$ as $x\to a$. Near $a$ the kernel is negative and tends to $-\infty$, so

$$f(x)-s=\big[(f(x)-s)L_a(x)\big]\cdot\frac{1}{L_a(x)}\longrightarrow v\cdot 0=0.$$

Since $f$ is continuous at $a$, the same quantity tends to $f(a)-s$. Therefore $s=f(a)$. Conversely, for $s=f(a)$ the limit exists and is zero, by the continuity of $g_a$.

## The kernel and the subtracted integrand in Lean

```lean
import Mathlib

open Filter Topology Set MeasureTheory
open scoped NNReal

namespace CoulombSingularitySubtraction

noncomputable section
```

Momenta are real numbers, and the kernel is a function of the singular momentum `a` and the running momentum `x`.

```lean
/-- The logarithmic Coulomb kernel `log |x - a|` between momenta `x` and `a`,
meaningful for `x ≠ a`. -/
def logKernel (a x : ℝ) : ℝ := Real.log |x - a|
```

Lean's logarithm is defined on all of $\mathbb R$, with `Real.log 0 = 0` and $\log(-y)=\log y$; the value at zero affects a single point of the integrand and no integral.

```lean
/-- The subtracted integrand: `(f x - f a) log |x - a|` away from the singular momentum `a`,
and `0` at `x = a`. -/
def subtracted (f : ℝ → ℝ) (a x : ℝ) : ℝ :=
  if x = a then 0 else (f x - f a) * logKernel a x
```

The function `f` is defined on the whole real line, but the theorems restrict it only on the window. The case distinction writes the value at the singular momentum into the definition. The next lemma removes it again: at `x = a` the factor `f x - f a` is zero, so the product formula holds everywhere.

```lean
/-- The subtracted integrand is the difference `f x - f a` times the kernel, also at `x = a`,
where the difference vanishes. -/
theorem subtracted_apply (f : ℝ → ℝ) (a x : ℝ) :
    subtracted f a x = (f x - f a) * logKernel a x := by
  by_cases h : x = a
  · simp [subtracted, h]
  · rw [subtracted, if_neg h]
```

## Continuity from the Lipschitz bound

In `LipschitzOnWith K f (Icc l r)`, the letter `K` is the Lipschitz constant, a nonnegative real, and `Icc l r` is the closed window. The lemma below is the first estimate of the derivation. The hypothesis `hf` supplies $|f(x)-f(a)|\le K|x-a|$, and both sides are multiplied by $|L_a(x)|$.

```lean
/-- If `f` is Lipschitz with constant `K` on a momentum window containing `x` and `a`, the
subtracted integrand is at most `K |(x - a) log |x - a||` in absolute value. -/
theorem abs_subtracted_le {f : ℝ → ℝ} {K : ℝ≥0} {l r a x : ℝ}
    (hf : LipschitzOnWith K f (Icc l r)) (ha : a ∈ Icc l r) (hx : x ∈ Icc l r) :
    |subtracted f a x| ≤ K * |(x - a) * logKernel a x| := by
  have h := hf.dist_le_mul x hx a ha
  rw [Real.dist_eq, Real.dist_eq] at h
  rw [subtracted_apply, abs_mul, abs_mul, ← mul_assoc]
  exact mul_le_mul_of_nonneg_right h (abs_nonneg _)
```

`ContinuousOn` means continuity relative to the window, hence one-sided continuity at its ends. The theorem also allows `a` to be an endpoint.

```lean
/-- For `f` Lipschitz on a momentum window containing `a`, the subtracted integrand is
continuous on the whole window. -/
theorem continuousOn_subtracted {f : ℝ → ℝ} {K : ℝ≥0} {l r a : ℝ}
    (hf : LipschitzOnWith K f (Icc l r)) (ha : a ∈ Icc l r) :
    ContinuousOn (subtracted f a) (Icc l r) := by
  intro x hx
  by_cases h : x = a
  · -- at the singular point, squeeze with `y log y → 0`
    rw [h]
    have hc : Continuous fun y : ℝ => (K : ℝ) * |(y - a) * logKernel a y| := by
      have h1 : Continuous fun y : ℝ => (y - a) * Real.log (y - a) :=
        Real.continuous_mul_log.comp (continuous_id.sub continuous_const)
      simp only [logKernel, Real.log_abs]
      exact continuous_const.mul h1.abs
    have h0 : subtracted f a a = 0 := by simp [subtracted]
    rw [ContinuousWithinAt, h0]
    refine squeeze_zero_norm' ?_ ((hc.tendsto' a 0 (by simp)).mono_left nhdsWithin_le_nhds)
    filter_upwards [self_mem_nhdsWithin] with y hy
    rw [Real.norm_eq_abs]
    exact abs_subtracted_le hf ha hy
  · -- elsewhere both factors are continuous
    have hk : ContinuousAt (fun y : ℝ => Real.log |y - a|) x :=
      ContinuousAt.log (by fun_prop) (abs_ne_zero.2 (sub_ne_zero.2 h))
    have he : subtracted f a = fun y => (f y - f a) * Real.log |y - a| :=
      funext fun y => subtracted_apply f a y
    rw [he]
    exact ((hf.continuousOn x hx).sub continuousWithinAt_const).mul hk.continuousWithinAt
```

The proof separates the same two cases as the derivation. At $x=a$, the bounding function $K|(y-a)\log|y-a||$ is continuous and vanishes at $a$, which follows from Mathlib's result that $y\log y$ is continuous on the whole line. The lemma `squeeze_zero_norm'` then forces the subtracted integrand to zero, with the estimate used only at points `y` of the window. At $x\neq a$ the logarithm is continuous because its argument is nonzero, and the product of continuous factors is continuous.

## The integral identity

The kernel integral is stated for arbitrary real `l`, `r` and `a`, so `a` may also lie outside the window or at its edge.

```lean
/-- The integral of the logarithmic kernel over a momentum window, in closed form, with
`0 log 0` read as `0` when `a` is an endpoint. -/
theorem integral_logKernel (l r a : ℝ) :
    ∫ x in l..r, logKernel a x =
      (r - a) * Real.log |r - a| - (l - a) * Real.log |l - a| - (r - l) := by
  simp only [logKernel, Real.log_abs]
  rw [intervalIntegral.integral_comp_sub_right Real.log a, integral_log]
  ring
```

The proof translates by `a` and applies the known integral of the logarithm. Because Lean's logarithm is even, this formula already holds across zero, and the split at $a$ is not needed. For $l<a$ the term $-(l-a)\log|l-a|$ equals $(a-l)\log(a-l)$, the form used above.

The main theorem requires `a ∈ Ioo l r`, which is $l<a<r$. It has two conclusions: the singular product is integrable over the window, and its integral has the stated decomposition.

```lean
/-- Singularity subtraction: for `f` Lipschitz on `[l, r]` and `l < a < r`, the singular
integrand `f x log |x - a|` is integrable, and its integral is that of the subtracted integrand
plus `f a` times the closed-form integral of the kernel. -/
theorem singularity_subtraction {f : ℝ → ℝ} {K : ℝ≥0} {l r a : ℝ}
    (hf : LipschitzOnWith K f (Icc l r)) (ha : a ∈ Ioo l r) :
    IntervalIntegrable (fun x => f x * logKernel a x) volume l r ∧
    ∫ x in l..r, f x * logKernel a x =
      (∫ x in l..r, subtracted f a x) +
        f a * ((a - l) * Real.log (a - l) + (r - a) * Real.log (r - a) - (r - l)) := by
  have hS : IntervalIntegrable (subtracted f a) volume l r :=
    (continuousOn_subtracted hf (Ioo_subset_Icc_self ha)).intervalIntegrable_of_Icc
      (ha.1.trans ha.2).le
  have hk : IntervalIntegrable (fun x => logKernel a x) volume l r := by
    have h := (intervalIntegral.intervalIntegrable_log'
      (a := l - a) (b := r - a)).comp_sub_right a
    simp only [sub_add_cancel] at h
    simpa only [logKernel, Real.log_abs] using h
  -- split the integrand into its regular part and a multiple of the kernel
  have he : (fun x => f x * logKernel a x) =
      fun x => subtracted f a x + f a * logKernel a x := by
    funext x
    rw [subtracted_apply]
    ring
  rw [he]
  refine ⟨hS.add (hk.const_mul (f a)), ?_⟩
  rw [intervalIntegral.integral_add hS (hk.const_mul (f a)),
    intervalIntegral.integral_const_mul, integral_logKernel,
    abs_of_pos (sub_pos.2 ha.2), abs_of_neg (sub_neg.2 ha.1), neg_sub]
  ring
```

Here `hS` is the integrability of the subtracted integrand, obtained from its continuity, and `hk` is that of the kernel. The equation `he` is the recombination step. With both parts integrable, the integral of the sum splits, the constant `f a` comes out, and `integral_logKernel` supplies the rest. The signs of $r-a$ and $l-a$ remove the absolute values.

The specialisation to the unit interval combines continuity with the integral identity.

```lean
/-- On the unit momentum interval, with `f` Lipschitz and `0 < a < 1`, the subtracted integrand
is continuous and the added-back term is `f a (a log a + (1 - a) log (1 - a) - 1)`. -/
theorem singularity_subtraction_unit {f : ℝ → ℝ} {K : ℝ≥0} {a : ℝ}
    (hf : LipschitzOnWith K f (Icc 0 1)) (ha : a ∈ Ioo (0 : ℝ) 1) :
    ContinuousOn (subtracted f a) (Icc 0 1) ∧
    ∫ x in (0 : ℝ)..1, f x * Real.log |x - a| =
      (∫ x in (0 : ℝ)..1, subtracted f a x) +
        f a * (a * Real.log a + (1 - a) * Real.log (1 - a) - 1) := by
  have h := (singularity_subtraction hf ha).2
  simp only [sub_zero] at h
  exact ⟨continuousOn_subtracted hf (Ioo_subset_Icc_self ha), h⟩
```

The results hold for one real variable and one logarithmic singularity. The angular average that leads from the three-dimensional Coulomb interaction to this kernel is stated at the beginning and is not proved in Lean.

## Uniqueness of the subtracted constant

That no other constant works follows from the divergence of the kernel. The notation `𝓝[≠] a` stands for approach to `a` through points different from `a`, and `atBot` for divergence to $-\infty$.

```lean
/-- The logarithmic kernel diverges to minus infinity as `x` approaches `a`. -/
theorem tendsto_logKernel (a : ℝ) : Tendsto (logKernel a) (𝓝[≠] a) atBot := by
  rw [tendsto_atBot]
  intro M
  filter_upwards [mem_nhdsWithin_of_mem_nhds (Metric.ball_mem_nhds a (Real.exp_pos M)),
    self_mem_nhdsWithin] with x hx hne
  rw [Metric.mem_ball, Real.dist_eq] at hx
  exact (Real.log_le_iff_le_exp (abs_pos.2 (sub_ne_zero.2 hne))).2 hx.le
```

Given any real bound $M$, all points with $0<|x-a|<e^M$ satisfy $\log|x-a|\le M$, and this is what the proof checks.

The last theorem says that a finite limit `v` exists exactly when the subtracted constant is `f a`. It compares constants `s` only; subtracting other functions of $x$ is a different question.

```lean
/-- For `f` Lipschitz on `[l, r]` and `l < a < r`, subtracting a constant `s` from `f` leaves an
integrand with a finite limit at the singular momentum `a` if and only if `s = f a`. -/
theorem finite_limit_iff {f : ℝ → ℝ} {K : ℝ≥0} {l r a : ℝ}
    (hf : LipschitzOnWith K f (Icc l r)) (ha : a ∈ Ioo l r) (s : ℝ) :
    (∃ v, Tendsto (fun x => (f x - s) * logKernel a x) (𝓝[≠] a) (𝓝 v)) ↔ s = f a := by
  have hmem : Icc l r ∈ 𝓝 a := Icc_mem_nhds ha.1 ha.2
  constructor
  · rintro ⟨v, hv⟩
    have hlog := tendsto_logKernel a
    -- a finite limit divided by the diverging kernel tends to zero
    have h0 := hv.mul (tendsto_inv_atBot_zero.comp hlog)
    rw [mul_zero] at h0
    have h1 : Tendsto (fun x => f x - s) (𝓝[≠] a) (𝓝 0) := by
      refine h0.congr' ?_
      filter_upwards [hlog.eventually_lt_atBot 0] with x hx
      exact mul_inv_cancel_right₀ hx.ne _
    have h2 : Tendsto (fun x => f x - s) (𝓝[≠] a) (𝓝 (f a - s)) :=
      ((hf.continuousOn.continuousAt hmem).tendsto.mono_left nhdsWithin_le_nhds).sub
        tendsto_const_nhds
    linarith [tendsto_nhds_unique h1 h2]
  · rintro rfl
    have hc := (continuousOn_subtracted hf (Ioo_subset_Icc_self ha)).continuousAt hmem
    exact ⟨subtracted f a a, (hc.tendsto.mono_left nhdsWithin_le_nhds).congr
      fun x => subtracted_apply f a x⟩

end

end CoulombSingularitySubtraction
```

In the forward direction, `h0` is the product of the finite limit with the vanishing reciprocal of the kernel. Cancelling the kernel where it is negative gives `h1`, the limit zero for $f(x)-s$. Continuity of `f` gives `h2`, the limit $f(a)-s$, and uniqueness of limits closes the argument. The backward direction reads the limit off `continuousOn_subtracted`.

```lean
#print axioms CoulombSingularitySubtraction.singularity_subtraction_unit
#print axioms CoulombSingularitySubtraction.finite_limit_iff
```

```
'CoulombSingularitySubtraction.singularity_subtraction_unit' depends on axioms: [propext, Classical.choice, Quot.sound]
'CoulombSingularitySubtraction.finite_limit_iff' depends on axioms: [propext, Classical.choice, Quot.sound]
```

## The discretised excitonic gap equation

The identity enters the mean-field theory of an excitonic insulator, here for an isotropic gap at zero temperature with the Coulomb interaction $4\pi e^2/(\varepsilon q^2)$, where $e$ is the elementary charge in Gaussian units, $\varepsilon$ a background dielectric constant and $q$ the momentum transfer. Screening by free carriers, which would make the interaction finite at $q=0$, is neglected. Let $\Lambda$ be a cutoff wave number, used as the unit for $a$ and $x$. Let $\Delta(x)$ be the gap, $\xi(x)$ half the energy difference between the conduction and valence bands without pairing, taken as given and held fixed, and $E=\sqrt{\xi^2+\Delta^2}$. After the angular average, the gap equation reads

$$\Delta(a)=\frac{\lambda}{a}\int_0^1 f(x)\big[\log(x+a)-\log|x-a|\big]dx,\qquad f(x)=\frac{x\,\Delta(x)}{2E(x)},\qquad \lambda=\frac{e^2\Lambda}{\pi\varepsilon}.$$

The sharp cutoff needs some care. Differentiating the integral with respect to $a$ produces a term $f(1)\log(1-a)$, so the slope of a gap with $\Delta(1)\neq0$ diverges as $a\to1$, and $f$ is in general not Lipschitz on all of $[0,1]$. Assume instead that $f$ is continuous on $[0,1]$ and Lipschitz on $[0,r]$ for every $r<1$. For $0<a<r<1$ the theorem applies on $[0,r]$. On $[r,1]$ the kernel is continuous, and $fL_a=g_a+f(a)L_a$ can be integrated term by term. Adding the two parts gives the same identity on $[0,1]$.

Choose quadrature nodes $x_j$ strictly between 0 and 1 with weights $w_j$, and write $f_j=f(x_j)$ and $\Delta_j=\Delta(x_j)$. When the gap is evaluated at the node $a=x_i$, the term $j=i$ of a direct sum would contain $\log 0$. After the subtraction that term is zero, and the equation becomes

$$\Delta_i\approx\frac{\lambda}{x_i}\Big[\sum_j w_jf_j\log(x_j+x_i)-\sum_{j\ne i}w_j(f_j-f_i)\log|x_j-x_i|-f_iC_i\Big],$$

$$C_i=x_i\log x_i+(1-x_i)\log(1-x_i)-1.$$

The numbers $C_i$ depend only on the grid and are computed once. Each iteration forms $f_j$ from the current gap and evaluates the right-hand side to obtain the next one. The subtracted integrand is continuous but in general not smooth: if $f'(a)\neq0$, its slope diverges logarithmically at $a$. A high-order quadrature rule therefore cannot be expected to converge at the rate it reaches for smooth integrands.
